# In a stable harmonic 3D Wigner crystal with one electron per cell, a truncated reciprocal-lattice sum gives a zero-point energy of at most $1.5/r^{3/2}$ hartree at each wave vector

Suppose a truncated reciprocal-lattice sum for the phonons of a three-dimensional Wigner crystal with one electron per primitive cell is coded without its subtracted term. The matrix is still symmetric and its frequencies are real, but with three or more nonzero reciprocal vectors in the sum the zero-point energy exceeds an upper bound, fixed by the density alone, that the correctly coded sum obeys whenever it is stable.

Let $r>0$ be the electron-sphere radius in Hartree atomic units, that is, the radius of a sphere whose volume is the mean volume per electron, and let $P(v)=vv^T/|v|^2$ project onto the direction of $v\neq0$. For a wave vector $q\ne0$ and a finite set $S$ of vectors $G$, with every $G$ and $q+G$ nonzero, define

$$D=\frac{3}{r^3}\Big(P(q)+\sum_{G\in S}\big[P(q+G)-P(G)\big]\Big).$$

The prefactor $3/r^3$ is the squared plasma frequency of the electron gas. If $D$ is positive semidefinite, meaning that no mode is unstable, its eigenvalues are squared frequencies $\omega_i^2$, $i=0,1,2$. With $\hbar=1$, the zero-point energy at $q$ is $E=\frac12\sum_i\omega_i$. The claim is

$$\operatorname{tr}D=\frac3{r^3},\qquad \frac{\sqrt3/2}{r^{3/2}}\le E\le\frac{3/2}{r^{3/2}},$$

with equality on the right exactly when $D=r^{-3}I$.

## From the trace to the energy

Since $\operatorname{tr}P(v)=\sum_i v_i^2/|v|^2=1$, each bracket has trace $1-1=0$, and $\operatorname{tr}D=3/r^3$. Put $b=r^{-3/2}$. The trace is the sum of the eigenvalues, so $\sum_i\omega_i^2=3b^2$. Then

$$0\le\sum_i(\omega_i-b)^2=3b^2-2b\sum_i\omega_i+3b^2,$$

which gives $\sum_i\omega_i\le3b$ and hence $E\le\frac32b$.

Equality makes the sum of squares vanish, so every $\omega_i=b$. All eigenvalues of the symmetric matrix $D$ are then $b^2$, and diagonalising gives $D=b^2I$. Conversely, $D=b^2I$ has three frequencies $b$.

For the lower bound, the products $\omega_i\omega_j$ are nonnegative, so $(\sum_i\omega_i)^2\ge\sum_i\omega_i^2=3b^2$ and $E\ge\frac{\sqrt3}2b$. The same argument covers the coding error described at the start, though this case is not in the Lean file. Without the terms $-P(G)$ the matrix is positive semidefinite with trace $3(1+N)b^2$, where $N$ is the number of vectors in $S$. Its energy is therefore at least $\frac12\sqrt{3(1+N)}\,b$, which exceeds $\frac32b$ once $N\ge3$.

The upper bound is attained at $q=(1,1,1)$ with $S=\{(-2,0,0),(0,-2,0),(0,0,-2)\}$. The vectors $q$ and $q+G$ are $(1,1,1)$, $(-1,1,1)$, $(1,-1,1)$ and $(1,1,-1)$. Their projectors have diagonal entries $1/3$ and off-diagonal entries $\pm1/3$ that cancel, so they sum to $\frac43I$. The three $P(G)$ sum to $I$. The remainder $\frac13I$ gives $D=r^{-3}I$. This $S$ omits the opposite vectors, so it is an algebraic example and not a complete shell of a reciprocal lattice.

## An unstable matrix above the bound

Without positive semidefiniteness the upper bound can fail. Take $q=(2,0,0)$ and $S=\{(0,\pm1,0),(0,0,\pm1)\}$. The off-diagonal terms cancel, and a calculation by hand, not included in the Lean file, gives

$$D=\frac1{r^3}\operatorname{diag}\left(\tfrac{63}5,-\tfrac{24}5,-\tfrac{24}5\right).$$

The trace is still $3/r^3$, but the one stable mode alone contributes $\frac12\sqrt{63/5}\;r^{-3/2}\approx1.77\,r^{-3/2}$. Lean's real square root assigns zero to the two negative eigenvalues, so `zeroPointEnergy` takes this same value.

## The matrix and its frequencies in Lean

Vectors are functions `Fin 3 → ℝ`, and `⬝ᵥ` is the dot product.

```lean
import Mathlib

open Matrix

namespace WignerCrystalZeroPoint

noncomputable section

/-- The matrix `v vᵀ / |v|²`: the projector onto the direction of `v` if `v ≠ 0`, and zero if `v =
0`. -/
def proj (v : Fin 3 → ℝ) : Matrix (Fin 3) (Fin 3) ℝ :=
  Matrix.of fun i j => v i * v j / (v ⬝ᵥ v)
```

The finite set `S` is arbitrary: it need not come from a lattice. The form of $D$ is taken as a definition and is not derived from the Coulomb interaction.

```lean
/-- The dynamical matrix at wave vector `q`, with the reciprocal vectors in `S` kept
in the sum and `r` the electron-sphere radius in atomic units. -/
def dynamicalMatrix (r : ℝ) (q : Fin 3 → ℝ) (S : Finset (Fin 3 → ℝ)) :
    Matrix (Fin 3) (Fin 3) ℝ :=
  (3 / r ^ 3) • (proj q + ∑ G ∈ S, (proj (q + G) - proj G))
```

Symmetry of $D$ gives access to Mathlib's real eigenvalues, from which the frequencies and the energy are defined.

```lean
/-- The dynamical matrix is symmetric. -/
theorem dynamicalMatrix_isHermitian (r : ℝ) (q : Fin 3 → ℝ) (S : Finset (Fin 3 → ℝ)) :
    (dynamicalMatrix r q S).IsHermitian := by
  have hp : ∀ v, (proj v)ᴴ = proj v := by
    intro v
    ext i j
    simp [proj, mul_comm]
  unfold Matrix.IsHermitian dynamicalMatrix
  simp only [Matrix.conjTranspose_smul, Matrix.conjTranspose_add, Matrix.conjTranspose_sum,
    Matrix.conjTranspose_sub, hp, star_trivial]

/-- The square roots of the eigenvalues of the dynamical matrix, with the value zero for a negative
eigenvalue. -/
def frequency (r : ℝ) (q : Fin 3 → ℝ) (S : Finset (Fin 3 → ℝ)) (i : Fin 3) : ℝ :=
  √((dynamicalMatrix_isHermitian r q S).eigenvalues i)

/-- The zero-point energy of the three modes at `q`: half the sum of their frequencies. -/
def zeroPointEnergy (r : ℝ) (q : Fin 3 → ℝ) (S : Finset (Fin 3 → ℝ)) : ℝ :=
  (1 / 2) * ∑ i, frequency r q S i
```

## The trace and the squared frequencies

The hypothesis `hS` says that each $G$ and each $q+G$ is nonzero, which makes the two traces in each bracket cancel.

```lean
/-- The projector onto a nonzero vector has trace one. -/
theorem trace_proj {v : Fin 3 → ℝ} (hv : v ≠ 0) : (proj v).trace = 1 := by
  have h : v ⬝ᵥ v ≠ 0 := fun h0 => hv (dotProduct_self_eq_zero.mp h0)
  simp only [Matrix.trace, Matrix.diag_apply, proj, Matrix.of_apply]
  rw [← Finset.sum_div]
  change (v ⬝ᵥ v) / (v ⬝ᵥ v) = 1
  exact div_self h

/-- If `q`, each `G ∈ S` and each `q + G` are nonzero, the dynamical matrix has trace `3 / r³`. -/
theorem trace_dynamicalMatrix (r : ℝ) {q : Fin 3 → ℝ} {S : Finset (Fin 3 → ℝ)}
    (hq : q ≠ 0) (hS : ∀ G ∈ S, G ≠ 0 ∧ q + G ≠ 0) :
    (dynamicalMatrix r q S).trace = 3 / r ^ 3 := by
  -- each umklapp term is a difference of two projectors of trace one
  have h0 : ∑ G ∈ S, (proj (q + G) - proj G).trace = 0 := by
    apply Finset.sum_eq_zero
    intro G hG
    rw [Matrix.trace_sub, trace_proj (hS G hG).2, trace_proj (hS G hG).1, sub_self]
  rw [dynamicalMatrix, Matrix.trace_smul, Matrix.trace_add, Matrix.trace_sum, h0,
    trace_proj hq, add_zero, smul_eq_mul, mul_one]
```

The next lemma is $b^2=1/r^3$. Stability enters through `hD`, which makes each squared frequency equal to its eigenvalue.

```lean
private theorem scale_sq {r : ℝ} (hr : 0 < r) : (1 / r ^ (3 / 2 : ℝ)) ^ 2 = 1 / r ^ 3 := by
  have h : (r ^ (3 / 2 : ℝ)) ^ 2 = r ^ 3 := by
    rw [← Real.rpow_natCast (r ^ (3 / 2 : ℝ)) 2, ← Real.rpow_mul hr.le,
      ← Real.rpow_natCast r 3]
    norm_num
  rw [div_pow, one_pow, h]

/-- If `q`, each `G ∈ S` and each `q + G` are nonzero and the dynamical matrix is positive
semidefinite, the squared frequencies sum to `3 (1 / r^(3/2))²`. -/
theorem sum_frequency_sq {r : ℝ} (hr : 0 < r) {q : Fin 3 → ℝ} {S : Finset (Fin 3 → ℝ)}
    (hq : q ≠ 0) (hS : ∀ G ∈ S, G ≠ 0 ∧ q + G ≠ 0)
    (hD : (dynamicalMatrix r q S).PosSemidef) :
    ∑ i, frequency r q S i ^ 2 = 3 * (1 / r ^ (3 / 2 : ℝ)) ^ 2 := by
  have ht := (dynamicalMatrix_isHermitian r q S).trace_eq_sum_eigenvalues
  rw [trace_dynamicalMatrix r hq hS] at ht
  have hsq : ∀ i, frequency r q S i ^ 2 =
      (dynamicalMatrix_isHermitian r q S).eigenvalues i :=
    fun i => Real.sq_sqrt (hD.eigenvalues_nonneg i)
  rw [Finset.sum_congr rfl fun i _ => hsq i, scale_sq hr, mul_one_div]
  exact ht.symm
```

## The two bounds

The upper bound is proved by contradiction: if $\sum_i\omega_i>3b$, multiplying the excess by $b>0$ contradicts the three squares, which `nlinarith` combines.

```lean
/-- If `q`, each `G ∈ S` and each `q + G` are nonzero and the dynamical matrix is positive
semidefinite, the zero-point energy at `q` is at most `(3/2) / r^(3/2)`. -/
theorem zeroPointEnergy_le {r : ℝ} (hr : 0 < r) {q : Fin 3 → ℝ} {S : Finset (Fin 3 → ℝ)}
    (hq : q ≠ 0) (hS : ∀ G ∈ S, G ≠ 0 ∧ q + G ≠ 0)
    (hD : (dynamicalMatrix r q S).PosSemidef) :
    zeroPointEnergy r q S ≤ (3 / 2) / r ^ (3 / 2 : ℝ) := by
  have hs := sum_frequency_sq hr hq hS hD
  have hb : 0 < 1 / r ^ (3 / 2 : ℝ) := by positivity
  rw [zeroPointEnergy, div_eq_mul_one_div (3 / 2 : ℝ) (r ^ (3 / 2 : ℝ))]
  generalize 1 / r ^ (3 / 2 : ℝ) = b at hs hb ⊢
  rw [Fin.sum_univ_three] at hs ⊢
  by_contra hc
  have hc' : 0 < frequency r q S 0 + frequency r q S 1 + frequency r q S 2 - 3 * b := by
    linarith [not_le.mp hc]
  -- the spread of the frequencies about `b` cannot be negative
  nlinarith [mul_pos hb hc', sq_nonneg (frequency r q S 0 - b),
    sq_nonneg (frequency r q S 1 - b), sq_nonneg (frequency r q S 2 - b)]
```

The lower bound supplies the nonnegative cross terms and then compares square roots.

```lean
/-- If `q`, each `G ∈ S` and each `q + G` are nonzero and the dynamical matrix is positive
semidefinite, the zero-point energy at `q` is at least `(√3/2) / r^(3/2)`. -/
theorem le_zeroPointEnergy {r : ℝ} (hr : 0 < r) {q : Fin 3 → ℝ} {S : Finset (Fin 3 → ℝ)}
    (hq : q ≠ 0) (hS : ∀ G ∈ S, G ≠ 0 ∧ q + G ≠ 0)
    (hD : (dynamicalMatrix r q S).PosSemidef) :
    (√3 / 2) / r ^ (3 / 2 : ℝ) ≤ zeroPointEnergy r q S := by
  have hs := sum_frequency_sq hr hq hS hD
  have hw : ∀ i, 0 ≤ frequency r q S i := fun i => Real.sqrt_nonneg _
  rw [zeroPointEnergy, div_eq_mul_one_div (√3 / 2) (r ^ (3 / 2 : ℝ))]
  generalize 1 / r ^ (3 / 2 : ℝ) = b at hs ⊢
  rw [Fin.sum_univ_three] at hs ⊢
  have h3 : (√3 * b) ^ 2 = 3 * b ^ 2 := by
    rw [mul_pow, Real.sq_sqrt (by norm_num)]
  -- cross terms between nonnegative frequencies cannot decrease the squared sum
  have hle : (√3 * b) ^ 2 ≤
      (frequency r q S 0 + frequency r q S 1 + frequency r q S 2) ^ 2 := by
    nlinarith [mul_nonneg (hw 0) (hw 1), mul_nonneg (hw 0) (hw 2), mul_nonneg (hw 1) (hw 2)]
  have := le_of_abs_le (abs_le_of_sq_le_sq hle (add_nonneg (add_nonneg (hw 0) (hw 1)) (hw 2)))
  linarith
```

## Equality and the attaining example

A scalar matrix has a one-point spectrum, which fixes all three frequencies. This direction needs no separate stability hypothesis.

```lean
/-- If the dynamical matrix is `1 / r³` times the identity, the zero-point energy equals
`(3/2) / r^(3/2)`. -/
theorem zeroPointEnergy_of_isotropic {r : ℝ} (hr : 0 < r) {q : Fin 3 → ℝ}
    {S : Finset (Fin 3 → ℝ)} (h : dynamicalMatrix r q S = (1 / r ^ 3) • 1) :
    zeroPointEnergy r q S = (3 / 2) / r ^ (3 / 2 : ℝ) := by
  have hspec : spectrum ℝ (dynamicalMatrix r q S) = {1 / r ^ 3} := by
    rw [h, ← Algebra.algebraMap_eq_smul_one, spectrum.scalar_eq]
  have hw : ∀ i, frequency r q S i = 1 / r ^ (3 / 2 : ℝ) := by
    intro i
    have hm := (dynamicalMatrix_isHermitian r q S).eigenvalues_mem_spectrum_real i
    rw [hspec, Set.mem_singleton_iff] at hm
    rw [frequency, hm, ← scale_sq hr, Real.sqrt_sq (by positivity)]
  rw [zeroPointEnergy, Fin.sum_univ_three, hw, hw, hw]
  ring
```

For the other direction, `hz` is the vanishing sum of squares, and `spectral_theorem` rebuilds $D$ from its equal eigenvalues.

```lean
/-- If `q`, each `G ∈ S` and each `q + G` are nonzero and the dynamical matrix is positive
semidefinite, the zero-point energy equals `(3/2) / r^(3/2)` exactly when the matrix is `1 / r³`
times the identity. -/
theorem zeroPointEnergy_eq_iff {r : ℝ} (hr : 0 < r) {q : Fin 3 → ℝ}
    {S : Finset (Fin 3 → ℝ)} (hq : q ≠ 0) (hS : ∀ G ∈ S, G ≠ 0 ∧ q + G ≠ 0)
    (hD : (dynamicalMatrix r q S).PosSemidef) :
    zeroPointEnergy r q S = (3 / 2) / r ^ (3 / 2 : ℝ) ↔
      dynamicalMatrix r q S = (1 / r ^ 3) • 1 := by
  refine ⟨fun hE => ?_, zeroPointEnergy_of_isotropic hr⟩
  have hs := sum_frequency_sq hr hq hS hD
  have hb2 := scale_sq hr
  rw [zeroPointEnergy, div_eq_mul_one_div (3 / 2 : ℝ) (r ^ (3 / 2 : ℝ))] at hE
  generalize 1 / r ^ (3 / 2 : ℝ) = b at hs hb2 hE
  -- equality leaves no spread of the frequencies about `b`
  have hz : ∑ i, (frequency r q S i - b) ^ 2 = 0 := by
    rw [Fin.sum_univ_three] at hs hE ⊢
    linear_combination hs - 4 * b * hE
  have hev : ∀ i, (dynamicalMatrix_isHermitian r q S).eigenvalues i = 1 / r ^ 3 := by
    intro i
    have hi := (Finset.sum_eq_zero_iff_of_nonneg fun j _ => sq_nonneg _).mp hz i
      (Finset.mem_univ i)
    have hi' : frequency r q S i = b := sub_eq_zero.mp (pow_eq_zero_iff two_ne_zero |>.mp hi)
    rw [← hb2, ← hi']
    exact (Real.sq_sqrt (hD.eigenvalues_nonneg i)).symm
  -- a symmetric matrix with a single eigenvalue is a multiple of the identity
  have hsp := (dynamicalMatrix_isHermitian r q S).spectral_theorem
  have hdiag : Matrix.diagonal
      (RCLike.ofReal ∘ (dynamicalMatrix_isHermitian r q S).eigenvalues) =
      (1 / r ^ 3) • (1 : Matrix (Fin 3) (Fin 3) ℝ) := by
    ext i j
    by_cases hij : i = j
    · subst hij
      simp [hev]
    · simp [hij]
  rw [hdiag, map_smul, map_one] at hsp
  exact hsp
```

The example is checked entry by entry, after showing that the three vectors in `S` are distinct.

```lean
/-- For `q = (1,1,1)` and the reciprocal vectors `(-2,0,0)`, `(0,-2,0)`, `(0,0,-2)` the dynamical
matrix is `1 / r³` times the identity and the zero-point energy equals `(3/2) / r^(3/2)`. -/
theorem zeroPointEnergy_sharp {r : ℝ} (hr : 0 < r) :
    dynamicalMatrix r ![1, 1, 1] {![-2, 0, 0], ![0, -2, 0], ![0, 0, -2]} = (1 / r ^ 3) • 1 ∧
    zeroPointEnergy r ![1, 1, 1] {![-2, 0, 0], ![0, -2, 0], ![0, 0, -2]} =
      (3 / 2) / r ^ (3 / 2 : ℝ) := by
  have h : dynamicalMatrix r ![1, 1, 1] {![-2, 0, 0], ![0, -2, 0], ![0, 0, -2]} =
      (1 / r ^ 3) • 1 := by
    have h1 : (![-2, 0, 0] : Fin 3 → ℝ) ∉
        ({![0, -2, 0], ![0, 0, -2]} : Finset (Fin 3 → ℝ)) := by
      rw [Finset.mem_insert, Finset.mem_singleton]
      rintro (h | h) <;> simpa using congrFun h 0
    have h2 : (![0, -2, 0] : Fin 3 → ℝ) ∉ ({![0, 0, -2]} : Finset (Fin 3 → ℝ)) := by
      rw [Finset.mem_singleton]
      intro h
      simpa using congrFun h 1
    rw [dynamicalMatrix, Finset.sum_insert h1, Finset.sum_insert h2, Finset.sum_singleton]
    -- the off-diagonal parts cancel and a third of the identity remains
    have h3 : proj ![1, 1, 1] + ((proj (![1, 1, 1] + ![-2, 0, 0]) - proj ![-2, 0, 0]) +
        ((proj (![1, 1, 1] + ![0, -2, 0]) - proj ![0, -2, 0]) +
        (proj (![1, 1, 1] + ![0, 0, -2]) - proj ![0, 0, -2]))) =
        (1 / 3 : ℝ) • (1 : Matrix (Fin 3) (Fin 3) ℝ) := by
      ext i j
      fin_cases i <;> fin_cases j <;>
        simp [proj, dotProduct, Fin.sum_univ_three] <;> norm_num
    rw [h3, smul_smul]
    congr 1
    ring
  exact ⟨h, zeroPointEnergy_of_isotropic hr h⟩

end

end WignerCrystalZeroPoint
```

```lean
#print axioms WignerCrystalZeroPoint.zeroPointEnergy_le
-- 'WignerCrystalZeroPoint.zeroPointEnergy_le' depends on axioms: [propext, Classical.choice, Quot.sound]
#print axioms WignerCrystalZeroPoint.le_zeroPointEnergy
-- 'WignerCrystalZeroPoint.le_zeroPointEnergy' depends on axioms: [propext, Classical.choice, Quot.sound]
#print axioms WignerCrystalZeroPoint.zeroPointEnergy_eq_iff
-- 'WignerCrystalZeroPoint.zeroPointEnergy_eq_iff' depends on axioms: [propext, Classical.choice, Quot.sound]
#print axioms WignerCrystalZeroPoint.zeroPointEnergy_sharp
-- 'WignerCrystalZeroPoint.zeroPointEnergy_sharp' depends on axioms: [propext, Classical.choice, Quot.sound]
```

The bounds can serve as a check on harmonic phonon energies at a single $q$ computed from the unweighted finite sum above. That sum is a simplified model: Ewald summation, commonly used for the full crystal, has Gaussian-weighted reciprocal terms and a real-space part, which these theorems do not cover. The infinite lattice sum, the average over the Brillouin zone and anharmonic corrections are not treated either.
